# Cartesian force constants are BᵀFB plus an internal-gradient term

The energy is modelled as a composite $V(x)=U(q(x))$, where $q$ sends the Cartesian coordinates $x$ to internal coordinates $s=q(x)$. The finite index types `κ` and `ι` label Cartesian and internal coordinates. That the energy has this form is assumed, not derived from invariance under rigid motions. Smoothness is required only near the geometry considered, which admits bond lengths between separated atoms and bond angles away from collinear arrangements.

```lean
import Mathlib

open Matrix Filter Topology

namespace WilsonBMatrix

noncomputable section

variable {ι κ : Type*} [Fintype ι] [DecidableEq ι] [Fintype κ] [DecidableEq κ]
```

Write $\partial_a f(x)$ for the derivative of $f$ along the unit vector $e_a$. In Lean, `Pi.single a 1` is $e_a$ and `fderiv` is the total derivative.

```lean
/-- The partial derivative of `f` at `x` with respect to coordinate `a`, for `f` differentiable at
`x`; otherwise the value is zero by convention. -/
def grad (f : (κ → ℝ) → ℝ) (x : κ → ℝ) (a : κ) : ℝ :=
  fderiv ℝ f x (Pi.single a 1)
```

The force-constant matrix has entries $\partial_a\partial_b f$, with no mass weighting. For $U$ in internal coordinates, call it $F$, so that $F_{kl}=\partial_k\partial_l U$.

```lean
/-- The force-constant matrix: the second partial derivatives of the energy `f` at `x`. -/
def forceConstants (f : (κ → ℝ) → ℝ) (x : κ → ℝ) : Matrix κ κ ℝ :=
  Matrix.of fun a b => grad (fun y => grad f y b) x a
```

The Wilson matrix is the Jacobian $B_{ka}=\partial q_k/\partial x_a$, with one row per internal coordinate.

```lean
/-- The Wilson B matrix: derivatives of the internal coordinates `q` with respect to the
Cartesian coordinates. -/
def wilsonB (q : (κ → ℝ) → (ι → ℝ)) (x : κ → ℝ) : Matrix ι κ ℝ :=
  Matrix.of fun k a => grad (fun y => q y k) x a
```

A displacement is $v=\sum_a v_a e_a$, and the total derivative is linear, so

$$Df(x)[v]=\sum_a \partial_a f(x)\,v_a .$$

The proof expands `v` in this way and moves the derivative through the sum.

```lean
/-- The total derivative `fderiv` of `f` at `x`, applied to `v`, is the sum of the partial
derivatives times the components of `v`. -/
theorem fderiv_eq_sum_grad (f : (κ → ℝ) → ℝ) (x v : κ → ℝ) :
    fderiv ℝ f x v = ∑ a, grad f x a * v a := by
  have hv : v = ∑ a, v a • (Pi.single a (1 : ℝ) : κ → ℝ) := by
    ext j
    simp [Finset.sum_apply, Pi.single_apply]
  calc fderiv ℝ f x v = fderiv ℝ f x (∑ a, v a • (Pi.single a (1 : ℝ) : κ → ℝ)) :=
        congrArg _ hv
    _ = ∑ a, grad f x a * v a := by
        rw [map_sum]
        refine Finset.sum_congr rfl fun a _ => ?_
        rw [map_smul, smul_eq_mul, mul_comm]
        rfl
```

The derivative of the composite is $DV(x)=DU(q(x))\circ Dq(x)$. Applied to $e_a$, the inner map gives the vector with components $B_{ka}$. With $U_k=\partial_k U$ evaluated at $q(x)$, the expansion above yields

$$\partial_a V=\sum_k U_k B_{ka}.$$

In the proof, `hk` identifies the components of $Dq(x)[e_a]$.

```lean
/-- The Cartesian gradient is the internal gradient contracted with the derivatives of the
internal coordinates. -/
theorem grad_comp {U : (ι → ℝ) → ℝ} {q : (κ → ℝ) → (ι → ℝ)} {x : κ → ℝ}
    (hU : DifferentiableAt ℝ U (q x)) (hq : DifferentiableAt ℝ q x) (a : κ) :
    grad (fun y => U (q y)) x a = ∑ k, grad U (q x) k * grad (fun y => q y k) x a := by
  have h : HasFDerivAt (fun y => U (q y)) ((fderiv ℝ U (q x)).comp (fderiv ℝ q x)) x :=
    hU.hasFDerivAt.comp x hq.hasFDerivAt
  have hk : ∀ k, grad (fun y => q y k) x a = fderiv ℝ q x (Pi.single a 1) k := by
    intro k
    have h' := (hasFDerivAt_pi'.1 hq.hasFDerivAt k).fderiv
    exact congrArg (fun L => L (Pi.single a 1)) h'
  simp only [hk]
  rw [← fderiv_eq_sum_grad]
  exact congrArg (fun L => L (Pi.single a 1)) h.fderiv
```

Differentiating once more requires differentiable first partials. If $f$ is twice continuously differentiable near $x$, written `ContDiffAt ℝ 2 f x`, then $Df$ is continuously differentiable there, and so is its value on the fixed vector $e_a$.

```lean
/-- The partial derivatives of a twice continuously differentiable energy are differentiable. -/
theorem differentiableAt_grad {f : (κ → ℝ) → ℝ} {x : κ → ℝ}
    (hf : ContDiffAt ℝ 2 f x) (a : κ) : DifferentiableAt ℝ (fun y => grad f y a) x := by
  have h : ContDiffAt ℝ 1 (fderiv ℝ f) x := hf.fderiv_right one_add_one_eq_two.le
  exact (h.differentiableAt (by norm_num)).clm_apply (differentiableAt_const _)
```

Now let the internal coordinates follow a path $q(t)$ with velocity $v=\dot q$ near $t$ and acceleration $c=\dot v(t)$. The chain rule gives $\frac{d}{dt}U(q(t))=\sum_k U_k v_k$, and the product rule then gives

$$\frac{d^2}{dt^2}U(q(t))=\sum_k\Big(\sum_l (\partial_l U_k)\,v_l\Big)v_k+\sum_k U_k c_k
=\sum_{k,l}F_{kl}v_kv_l+\sum_k U_k c_k .$$

The last step exchanges the names of the summation indices. The first-derivative formula must hold throughout a neighbourhood of $t$ before it can be differentiated; `hev` supplies this, and `hsum` is the product rule.

```lean
/-- Along a path `q` with velocity `v` and acceleration `c`, the second time derivative of the
energy is a force-constant term quadratic in `v` plus the gradient contracted with `c`. -/
theorem second_derivative_along_path {U : (ι → ℝ) → ℝ} {q v : ℝ → ι → ℝ} {c : ι → ℝ} {t : ℝ}
    (hU : ContDiffAt ℝ 2 U (q t)) (hq : ∀ᶠ s in 𝓝 t, HasDerivAt q (v s) s)
    (hv : HasDerivAt v c t) :
    HasDerivAt (deriv fun s => U (q s))
      (∑ k, ∑ l, forceConstants U (q t) k l * v t k * v t l + ∑ k, grad U (q t) k * c k) t := by
  have chain : ∀ (W : (ι → ℝ) → ℝ) (s : ℝ), DifferentiableAt ℝ W (q s) →
      HasDerivAt q (v s) s →
      HasDerivAt (fun r => W (q r)) (∑ k, grad W (q s) k * v s k) s := by
    intro W s hW hs
    rw [← fderiv_eq_sum_grad]
    exact hW.hasFDerivAt.comp_hasDerivAt s hs
  have hqt := hq.self_of_nhds
  -- near `t` the first derivative is gradient times velocity
  have hev : (deriv fun s => U (q s)) =ᶠ[𝓝 t] fun s => ∑ k, grad U (q s) k * v s k := by
    filter_upwards [hqt.continuousAt.eventually (hU.eventually (by simp)), hq] with s h1 h2
    exact (chain U s (h1.differentiableAt (by norm_num)) h2).deriv
  -- differentiate that expression by the product rule
  have hsum : HasDerivAt (fun s => ∑ k, grad U (q s) k * v s k)
      (∑ k, ((∑ l, grad (fun y => grad U y k) (q t) l * v t l) * v t k
        + grad U (q t) k * c k)) t :=
    HasDerivAt.fun_sum fun k _ =>
      (chain (fun y => grad U y k) t (differentiableAt_grad hU k) hqt).mul
        (hasDerivAt_pi.1 hv k)
  refine (hsum.congr_of_eventuallyEq hev).congr_deriv ?_
  rw [Finset.sum_add_distrib]
  congr 1
  simp only [Finset.sum_mul]
  rw [Finset.sum_comm]
  rfl
```

The same argument applies to the Cartesian gradient. Near $x$ we have $\partial_b V=\sum_k U_k B_{kb}$, hence

$$\partial_a\partial_b V=\sum_k U_k\,\partial_a\partial_b q_k+\sum_k B_{kb}\,\partial_a\big(U_k\circ q\big).$$

The chain rule applied to $U_k$ gives $\partial_a(U_k\circ q)=\sum_l F_{lk}B_{la}$. The second sum is therefore $\sum_{k,l}B_{la}F_{lk}B_{kb}=(B^{T}FB)_{ab}$, and

$$\operatorname{Hess}V=B^{T}FB+\sum_k U_k\operatorname{Hess}q_k .$$

Here `h1` is the product-rule formula and `h2` the chain rule for $U_k$; the remaining lines match the sums with matrix entries. For an energy that depends smoothly on finitely many internal coordinates, the term $\sum_k U_k\operatorname{Hess}q_k$ is the correction to $B^{T}FB$ when an electronic-structure Hessian is transformed at a geometry with nonzero internal gradient. It vanishes if the internal coordinates are linear in $x$.

```lean
/-- The Cartesian force constants are `Bᵀ F B` plus the internal gradient contracted with the
second derivatives of the internal coordinates. -/
theorem cartesian_forceConstants {U : (ι → ℝ) → ℝ} {q : (κ → ℝ) → (ι → ℝ)} {x : κ → ℝ}
    (hU : ContDiffAt ℝ 2 U (q x)) (hq : ContDiffAt ℝ 2 q x) :
    forceConstants (fun y => U (q y)) x =
      (wilsonB q x)ᵀ * forceConstants U (q x) * wilsonB q x
        + ∑ k, grad U (q x) k • forceConstants (fun y => q y k) x := by
  ext a b
  have hqd : DifferentiableAt ℝ q x := hq.differentiableAt (by norm_num)
  have hqk : ∀ k, ContDiffAt ℝ 2 (fun y => q y k) x := contDiffAt_pi.1 hq
  -- the first-order chain rule holds in a neighbourhood of `x`
  have hev : (fun y => grad (fun z => U (q z)) y b) =ᶠ[𝓝 x]
      fun y => ∑ k, grad U (q y) k * grad (fun z => q z k) y b := by
    filter_upwards [hq.continuousAt.eventually (hU.eventually (by simp)),
      hq.eventually (by simp)] with y h1 h2
    exact grad_comp (h1.differentiableAt (by norm_num)) (h2.differentiableAt (by norm_num)) b
  have hg : ∀ k, DifferentiableAt ℝ (fun y => grad U (q y) k) x := fun k =>
    DifferentiableAt.comp x (differentiableAt_grad hU k) hqd
  -- the product rule for the Cartesian gradient
  have hsum : HasFDerivAt (fun y => ∑ k, grad U (q y) k * grad (fun z => q z k) y b)
      (∑ k, (grad U (q x) k • fderiv ℝ (fun y => grad (fun z => q z k) y b) x
        + grad (fun z => q z k) x b • fderiv ℝ (fun y => grad U (q y) k) x)) x :=
    HasFDerivAt.fun_sum fun k _ =>
      (hg k).hasFDerivAt.mul (differentiableAt_grad (hqk k) b).hasFDerivAt
  have h1 : forceConstants (fun y => U (q y)) x a b =
      ∑ k, (grad U (q x) k * grad (fun y => grad (fun z => q z k) y b) x a
        + grad (fun z => q z k) x b * grad (fun y => grad U (q y) k) x a) := by
    refine (congrArg (fun L => L (Pi.single a 1)) (hev.fderiv_eq.trans hsum.fderiv)).trans ?_
    simp [_root_.sum_apply, grad]
  have h2 : ∀ k, grad (fun y => grad U (q y) k) x a =
      ∑ l, grad (fun s => grad U s k) (q x) l * grad (fun z => q z l) x a := fun k =>
    grad_comp (U := fun s => grad U s k) (differentiableAt_grad hU k) hqd a
  rw [h1, Finset.sum_add_distrib, add_comm]
  simp only [h2, Matrix.add_apply, Matrix.mul_apply, Matrix.sum_apply, Matrix.smul_apply,
    Matrix.transpose_apply, forceConstants, wilsonB, Matrix.of_apply, smul_eq_mul]
  congr 1
  refine Finset.sum_congr rfl fun k _ => ?_
  rw [mul_comm]
  congr 1
  exact Finset.sum_congr rfl fun l _ => mul_comm _ _
```

If every $U_k$ vanishes at $q(x)$, the correction vanishes and $\operatorname{Hess}V=B^{T}FB$. This covers redundant internal coordinates too, provided that the internal gradient itself is zero.

```lean
/-- Where the internal gradient vanishes, the Cartesian force constants equal `Bᵀ F B`. -/
theorem forceConstants_of_internal_stationary {U : (ι → ℝ) → ℝ} {q : (κ → ℝ) → (ι → ℝ)}
    {x : κ → ℝ} (hU : ContDiffAt ℝ 2 U (q x)) (hq : ContDiffAt ℝ 2 q x)
    (h0 : ∀ k, grad U (q x) k = 0) :
    forceConstants (fun y => U (q y)) x =
      (wilsonB q x)ᵀ * forceConstants U (q x) * wilsonB q x := by
  rw [cartesian_forceConstants hU hq]
  simp [h0]
```

A geometry optimisation in Cartesian coordinates aims at $\partial_a V=0$, that is, $\sum_k U_kB_{ka}=0$ for every $a$. This is a linear relation among the rows of $B$. If the rows are linearly independent, meaning that no internal coordinate is redundant to first order at $x$, all $U_k$ vanish and the previous result applies. The proof passes the gradient components to the linear-independence criterion as coefficients.

```lean
/-- If the Cartesian gradient vanishes and the rows of the B matrix are linearly independent,
the Cartesian force constants equal `Bᵀ F B`. -/
theorem forceConstants_of_cartesian_stationary {U : (ι → ℝ) → ℝ} {q : (κ → ℝ) → (ι → ℝ)}
    {x : κ → ℝ} (hU : ContDiffAt ℝ 2 U (q x)) (hq : ContDiffAt ℝ 2 q x)
    (hB : LinearIndependent ℝ (fun k : ι => (fun a : κ => wilsonB q x k a)))
    (h0 : ∀ a, grad (fun y => U (q y)) x a = 0) :
    forceConstants (fun y => U (q y)) x =
      (wilsonB q x)ᵀ * forceConstants U (q x) * wilsonB q x := by
  refine forceConstants_of_internal_stationary hU hq
    (Fintype.linearIndependent_iff.1 hB (grad U (q x)) ?_)
  ext a
  have h := (grad_comp (hU.differentiableAt (by norm_num))
    (hq.differentiableAt (by norm_num)) a).symm.trans (h0 a)
  simpa [Finset.sum_apply, wilsonB] using h
```

A single coordinate shows what goes wrong without these hypotheses. Take $U(s)=s$ and $s=x^2$. Then $U'=1$ and $F=0$, so $B^{T}FB=0$, while $V=x^2$ has $V'=2x$ and $V''=2$. At $x=0$ the Cartesian gradient vanishes and the formula $B^{T}FB$ still fails: the omitted term is $U'\,q''=2$. The previous theorem does not apply there, since $B=2x=0$ and its only row is linearly dependent.

In the proof, `h1` and `h2` compute the two gradients. Differentiating them gives the Cartesian force constant $2$ and the internal one $0$.

```lean
/-- For the energy `U(s) = s` and the coordinate `s = x²`, the Cartesian force constant is `2`
at every `x`, while `Bᵀ F B` is zero. -/
theorem stationarity_needed (x : Fin 1 → ℝ) :
    let U : (Fin 1 → ℝ) → ℝ := fun s => s 0
    let q : (Fin 1 → ℝ) → (Fin 1 → ℝ) := fun y _ => y 0 * y 0
    forceConstants (fun y => U (q y)) x 0 0 = 2 ∧
      (wilsonB q x)ᵀ * forceConstants U (q x) * wilsonB q x = 0 := by
  intro U q
  have hp : ∀ y : Fin 1 → ℝ, HasFDerivAt (fun z : Fin 1 → ℝ => z 0)
      (ContinuousLinearMap.proj (R := ℝ) (φ := fun _ : Fin 1 => ℝ) 0) y :=
    fun y => hasFDerivAt_apply 0 y
  have h1 : ∀ (y : Fin 1 → ℝ) (b : Fin 1), grad U y b = 1 := by
    intro y b
    refine (congrArg (fun L => L (Pi.single b 1)) (hp y).fderiv).trans ?_
    fin_cases b
    simp
  have h2 : ∀ y : Fin 1 → ℝ, grad (fun z => U (q z)) y 0 = y 0 + y 0 := by
    intro y
    refine (congrArg (fun L => L (Pi.single 0 1)) ((hp y).mul (hp y)).fderiv).trans ?_
    simp
  constructor
  · change grad (fun y => grad (fun z => U (q z)) y 0) x 0 = 2
    simp only [h2]
    refine (congrArg (fun L => L (Pi.single 0 1)) ((hp x).add (hp x)).fderiv).trans ?_
    simp
    try norm_num
  · have hF : forceConstants U (q x) = 0 := by
      ext a b
      change grad (fun y => grad U y b) (q x) a = 0
      simp only [h1]
      simp [grad]
    rw [hF, Matrix.mul_zero, Matrix.zero_mul]

end

end WilsonBMatrix
```

```lean
#print axioms WilsonBMatrix.second_derivative_along_path
#print axioms WilsonBMatrix.cartesian_forceConstants
#print axioms WilsonBMatrix.forceConstants_of_cartesian_stationary
#print axioms WilsonBMatrix.stationarity_needed
```

```
'WilsonBMatrix.second_derivative_along_path' depends on axioms: [propext, Classical.choice, Quot.sound]
'WilsonBMatrix.cartesian_forceConstants' depends on axioms: [propext, Classical.choice, Quot.sound]
'WilsonBMatrix.forceConstants_of_cartesian_stationary' depends on axioms: [propext, Classical.choice, Quot.sound]
'WilsonBMatrix.stationarity_needed' depends on axioms: [propext, Classical.choice, Quot.sound]
```
